# Two-sided bounds on the curvature error of an approximate Hessian mode

A minimum-mode saddle search, such as the dimer method, rotates a unit vector $n$ towards the lowest-curvature direction $v$ of the Hessian $H$, stops at some tolerance, and then reverses the force component along $n$. An error in that direction can carry over to the force that guides the search. For a fixed Hessian in finite dimension, with $v$ a non-degenerate unit eigenvector of eigenvalue $h$ and all other eigenvalues in $[m,M]$, the error in the curvature and the error in the direction are tied together:

$$(m-h)\bigl(1-\langle n,v\rangle^2\bigr)\le\langle n,Hn\rangle-h\le(M-h)\bigl(1-\langle n,v\rangle^2\bigr).$$

The quantity $1-\langle n,v\rangle^2$ is $\sin^2\theta$, with $\theta$ the angle between $n$ and $v$. It is called the misalignment below.

## Hessian, curvature and force

```lean
import Mathlib

open scoped InnerProductSpace

namespace MinimumModeAccuracy

noncomputable section

variable {E : Type*} [NormedAddCommGroup E] [InnerProductSpace ℝ E]
```

`E` is the space of displacements, a real vector space with an inner product, written `⟪x, y⟫_ℝ` in Lean. No coordinates are chosen.

```lean
/-- The quadratic form `⟨n,Hn⟩` of the Hessian `H`. For a unit vector `n` it is the curvature of the
energy surface along `n`. -/
def curvature (H : E →ₗ[ℝ] E) (n : E) : ℝ := ⟪n, H n⟫_ℝ
```

The Hessian at a fixed geometry is a linear map `H` from `E` to itself, and `curvature H n` is $\langle n,Hn\rangle$. For a unit vector this is the curvature along $n$; for other vectors it is the unnormalised quadratic form.

```lean
/-- The symmetric Hessian `H` has the simple eigenvalue `h` with unit eigenvector `v`,
and all its other eigenvalues lie between `m` and `M`. -/
structure IsIsolatedMode (H : E →ₗ[ℝ] E) (v : E) (h m M : ℝ) : Prop where
  symm : H.IsSymmetric
  unit : ‖v‖ = 1
  eigen : H v = h • v
  simple : ∀ u : E, H u = h • u → ∃ c : ℝ, u = c • v
  rest : ∀ (μ : ℝ) (u : E), u ≠ 0 → H u = μ • u → μ ≠ h → m ≤ μ ∧ μ ≤ M
```

This structure collects the spectral assumptions, and a theorem that takes `S : IsIsolatedMode H v h m M` assumes all of them.

- `symm`: $H$ is symmetric, as a matrix of second derivatives is.
- `unit` and `eigen`: $\|v\|=1$ and $Hv=hv$.
- `simple`: every solution of $Hu=hu$ is a multiple of $v$, so the mode is not degenerate.
- `rest`: any eigenvalue $\mu\neq h$ satisfies $m\le\mu\le M$.

Nothing here makes $h$ the lowest eigenvalue. The condition $h<m$ is added only where it is used.

```lean
/-- The minimum-mode force: the force `F` with its component along the unit vector `n`
reversed. -/
def minModeForce (F n : E) : E := F - (2 * ⟪F, n⟫_ℝ) • n
```

The minimum-mode force is taken here as $F-2\langle F,n\rangle n$ everywhere. Some searches keep only the reversed component $-\langle F,n\rangle n$ where the lowest curvature is positive, and that variant is not treated. Replacing $n$ by $-n$ leaves it unchanged.

## Separating the transverse part

```lean
lemma inner_self_of_unit {n : E} (hn : ‖n‖ = 1) : ⟪n, n⟫_ℝ = 1 := by
  rw [real_inner_self_eq_norm_sq, hn]; norm_num
```

For a unit vector, $\langle n,n\rangle=1$. The later calculations use this form.

```lean
/-- The squared length of the part of a unit vector `n` transverse to the unit vector `v`
is `1 - ⟨n,v⟩²`. -/
theorem transverse_norm_sq {n v : E} (hn : ‖n‖ = 1) (hv : ‖v‖ = 1) :
    ‖n - ⟪n, v⟫_ℝ • v‖ ^ 2 = 1 - ⟪n, v⟫_ℝ ^ 2 := by
  have e : ⟪v, n⟫_ℝ = ⟪n, v⟫_ℝ := real_inner_comm _ _
  rw [← real_inner_self_eq_norm_sq]
  simp only [inner_sub_left, inner_sub_right, real_inner_smul_left, real_inner_smul_right,
    e, inner_self_of_unit hn, inner_self_of_unit hv]
  ring
```

Write $c=\langle n,v\rangle$ and $w=n-cv$, the part of $n$ transverse to the mode. Then

$$\|w\|^2=1-2c^2+c^2=1-c^2.$$

Lean expands the inner products with `simp only`, and `ring` finishes the algebra.

```lean
/-- The curvature along a unit vector `n` differs from `h` by an amount that depends only on the
part of `n` transverse to the mode. -/
theorem curvature_excess {H : E →ₗ[ℝ] E} {v n : E} {h m M : ℝ}
    (S : IsIsolatedMode H v h m M) (hn : ‖n‖ = 1) :
    curvature H n - h = curvature H (n - ⟪n, v⟫_ℝ • v)
      - h * ‖n - ⟪n, v⟫_ℝ • v‖ ^ 2 := by
  have e : ⟪v, n⟫_ℝ = ⟪n, v⟫_ℝ := real_inner_comm _ _
  -- symmetry of the Hessian removes the cross terms
  have e2 : ⟪v, H n⟫_ℝ = h * ⟪n, v⟫_ℝ := by
    rw [← S.symm v n, S.eigen, real_inner_smul_left, e]
  rw [transverse_norm_sq hn S.unit]
  simp only [curvature, map_sub, map_smul, S.eigen, inner_sub_left, inner_sub_right,
    real_inner_smul_left, real_inner_smul_right, e2, inner_self_of_unit S.unit]
  ring
```

Symmetry gives $\langle v,Hn\rangle=\langle Hv,n\rangle=hc$, which is `e2` in the proof. Hence

$$\langle w,Hw\rangle=\langle n,Hn\rangle-hc^2-hc^2+hc^2=\langle n,Hn\rangle-hc^2.$$

Subtracting $h\|w\|^2=h(1-c^2)$ leaves $\langle n,Hn\rangle-h$. The curvature error therefore comes entirely from $w$.

## Bounding the curvature error

```lean
/-- Along any displacement `w` orthogonal to the mode, `⟨w,Hw⟩` lies between `m‖w‖²`
and `M‖w‖²`. -/
theorem transverse_curvature_bounds [FiniteDimensional ℝ E] {H : E →ₗ[ℝ] E} {v w : E}
    {h m M : ℝ} (S : IsIsolatedMode H v h m M) (hw : ⟪v, w⟫_ℝ = 0) :
    m * ‖w‖ ^ 2 ≤ curvature H w ∧ curvature H w ≤ M * ‖w‖ ^ 2 := by
  obtain ⟨b, l, hb⟩ : ∃ (b : OrthonormalBasis (Fin (Module.finrank ℝ E)) ℝ E)
      (l : Fin (Module.finrank ℝ E) → ℝ), ∀ i, H (b i) = l i • b i :=
    ⟨S.symm.eigenvectorBasis rfl, S.symm.eigenvalues rfl,
      fun i => S.symm.apply_eigenvectorBasis rfl i⟩
  -- expand both quadratic forms in eigenvectors of the Hessian
  have hC : curvature H w = ∑ i, l i * ⟪b i, w⟫_ℝ ^ 2 := by
    refine (b.sum_inner_mul_inner w (H w)).symm.trans (Finset.sum_congr rfl fun i _ => ?_)
    have e : ⟪w, b i⟫_ℝ = ⟪b i, w⟫_ℝ := real_inner_comm _ _
    rw [← S.symm (b i) w, hb, real_inner_smul_left, e]
    ring
  have hN : ‖w‖ ^ 2 = ∑ i, ⟪b i, w⟫_ℝ ^ 2 := by
    rw [← real_inner_self_eq_norm_sq]
    refine (b.sum_inner_mul_inner w w).symm.trans (Finset.sum_congr rfl fun i _ => ?_)
    have e : ⟪w, b i⟫_ℝ = ⟪b i, w⟫_ℝ := real_inner_comm _ _
    rw [e]
    ring
  -- a basis eigenvector with eigenvalue `h` is parallel to `v` and does not contribute
  have key : ∀ i, m * ⟪b i, w⟫_ℝ ^ 2 ≤ l i * ⟪b i, w⟫_ℝ ^ 2 ∧
      l i * ⟪b i, w⟫_ℝ ^ 2 ≤ M * ⟪b i, w⟫_ℝ ^ 2 := by
    intro i
    by_cases hl : l i = h
    · obtain ⟨c, hc⟩ := S.simple (b i) (by rw [hb, hl])
      have h0 : ⟪b i, w⟫_ℝ = 0 := by rw [hc, real_inner_smul_left, hw, mul_zero]
      rw [h0]
      constructor <;> simp
    · obtain ⟨h1, h2⟩ := S.rest (l i) (b i) (b.orthonormal.ne_zero i) (hb i) hl
      exact ⟨mul_le_mul_of_nonneg_right h1 (sq_nonneg _),
        mul_le_mul_of_nonneg_right h2 (sq_nonneg _)⟩
  rw [hC, hN, Finset.mul_sum, Finset.mul_sum]
  exact ⟨Finset.sum_le_sum fun i _ => (key i).1, Finset.sum_le_sum fun i _ => (key i).2⟩
```

Here $w$ is any vector orthogonal to $v$, and the dimension is finite. A symmetric $H$ then has an orthonormal eigenbasis $b_i$ with eigenvalues $l_i$, which Mathlib supplies. Expanding in it gives `hC` and `hN`:

$$\langle w,Hw\rangle=\sum_i l_i\langle b_i,w\rangle^2,\qquad \|w\|^2=\sum_i\langle b_i,w\rangle^2.$$

The step `key` compares the sums term by term. If $l_i=h$, then $b_i$ is a multiple of $v$, so $\langle b_i,w\rangle=0$ and the term vanishes. Otherwise $m\le l_i\le M$, and multiplying by a square preserves the inequalities. Summation gives $m\|w\|^2\le\langle w,Hw\rangle\le M\|w\|^2$.

```lean
/-- The curvature error of a unit vector `n` lies between `m - h` and `M - h` times
`1 - ⟨n,v⟩²`, its misalignment with the mode `v`. -/
theorem curvature_error_bounds [FiniteDimensional ℝ E] {H : E →ₗ[ℝ] E} {v n : E}
    {h m M : ℝ} (S : IsIsolatedMode H v h m M) (hn : ‖n‖ = 1) :
    (m - h) * (1 - ⟪n, v⟫_ℝ ^ 2) ≤ curvature H n - h ∧
      curvature H n - h ≤ (M - h) * (1 - ⟪n, v⟫_ℝ ^ 2) := by
  have e : ⟪v, n⟫_ℝ = ⟪n, v⟫_ℝ := real_inner_comm _ _
  have hw : ⟪v, n - ⟪n, v⟫_ℝ • v⟫_ℝ = 0 := by
    rw [inner_sub_right, real_inner_smul_right, inner_self_of_unit S.unit, e]
    ring
  obtain ⟨h1, h2⟩ := transverse_curvature_bounds S hw
  rw [curvature_excess S hn]
  rw [transverse_norm_sq hn S.unit] at h1 h2 ⊢
  constructor <;> linarith
```

This is the main result. The vector $w=n-cv$ is orthogonal to $v$, since $\langle v,w\rangle=c-c=0$. Subtracting $h\|w\|^2$ from the previous bounds gives

$$(m-h)\|w\|^2\le\langle w,Hw\rangle-h\|w\|^2\le(M-h)\|w\|^2.$$

The middle term is the curvature error and $\|w\|^2=1-c^2$. Lean makes these two substitutions with `rw`, and `linarith` closes the remaining linear inequalities.

```lean
/-- If `h < m ≤ M`, the curvature error bounds the misalignment of `n` with the lowest mode from
both sides. -/
theorem misalignment_bounds [FiniteDimensional ℝ E] {H : E →ₗ[ℝ] E} {v n : E}
    {h m M : ℝ} (S : IsIsolatedMode H v h m M) (hm : h < m) (hmM : m ≤ M) (hn : ‖n‖ = 1) :
    (curvature H n - h) / (M - h) ≤ 1 - ⟪n, v⟫_ℝ ^ 2 ∧
      1 - ⟪n, v⟫_ℝ ^ 2 ≤ (curvature H n - h) / (m - h) := by
  obtain ⟨h1, h2⟩ := curvature_error_bounds S hn
  constructor
  · rw [div_le_iff₀ (by linarith)]
    linarith
  · rw [le_div_iff₀ (by linarith)]
    linarith
```

With $h<m\le M$ both factors are positive, and division turns the result round:

$$\frac{\langle n,Hn\rangle-h}{M-h}\le 1-\langle n,v\rangle^2\le\frac{\langle n,Hn\rangle-h}{m-h}.$$

The gap $m-h$ controls how much a small curvature error says about the direction. When another mode is nearly as soft as $v$, it says little.

```lean
/-- Rotating the mode `v` by an angle `θ` towards an orthogonal unit eigenvector `u` with
eigenvalue `μ` gives a unit vector whose curvature error is exactly `μ - h` times its
misalignment. -/
theorem curvature_error_sharp {H : E →ₗ[ℝ] E} {v u : E} {h μ : ℝ} (hv : ‖v‖ = 1)
    (hu : ‖u‖ = 1) (hvu : ⟪v, u⟫_ℝ = 0) (hHv : H v = h • v) (hHu : H u = μ • u) (θ : ℝ) :
    ‖Real.cos θ • v + Real.sin θ • u‖ = 1 ∧
      curvature H (Real.cos θ • v + Real.sin θ • u) - h =
        (μ - h) * (1 - ⟪Real.cos θ • v + Real.sin θ • u, v⟫_ℝ ^ 2) := by
  have e : ⟪u, v⟫_ℝ = 0 := by rw [real_inner_comm, hvu]
  have t := Real.sin_sq_add_cos_sq θ
  constructor
  · refine (pow_eq_one_iff_of_nonneg (norm_nonneg _) two_ne_zero).mp ?_
    rw [← real_inner_self_eq_norm_sq]
    simp only [inner_add_left, inner_add_right, real_inner_smul_left, real_inner_smul_right,
      e, hvu, inner_self_of_unit hv, inner_self_of_unit hu]
    linear_combination t
  · simp only [curvature, map_add, map_smul, hHv, hHu, inner_add_left, inner_add_right,
      real_inner_smul_left, real_inner_smul_right, e, hvu, inner_self_of_unit hv,
      inner_self_of_unit hu]
    linear_combination μ * t
```

Take a unit eigenvector $u$ orthogonal to $v$, with eigenvalue $\mu$, and set $n=\cos\theta\,v+\sin\theta\,u$. Then $\|n\|^2=\cos^2\theta+\sin^2\theta=1$, $\langle n,v\rangle=\cos\theta$, and

$$\langle n,Hn\rangle-h=h\cos^2\theta+\mu\sin^2\theta-h=(\mu-h)\sin^2\theta.$$

So if $m$ or $M$ is itself the eigenvalue of such a $u$, the corresponding bound holds with equality. In Lean, `t` is the identity $\sin^2\theta+\cos^2\theta=1$, which `linear_combination` uses in both parts.

## From the direction to the force

```lean
/-- Replacing the unit vector `v` by the unit vector `n` changes the minimum-mode force by
at most `2 ‖F‖ √(1 - ⟨n,v⟩²)`, stated here in squared form. -/
theorem force_error_le_misalignment {n v : E} (F : E) (hn : ‖n‖ = 1) (hv : ‖v‖ = 1) :
    ‖minModeForce F n - minModeForce F v‖ ^ 2 ≤ 4 * (1 - ⟪n, v⟫_ℝ ^ 2) * ‖F‖ ^ 2 := by
  have e1 : ⟪v, F⟫_ℝ = ⟪F, v⟫_ℝ := real_inner_comm _ _
  have e2 : ⟪n, F⟫_ℝ = ⟪F, n⟫_ℝ := real_inner_comm _ _
  have e3 : ⟪v, n⟫_ℝ = ⟪n, v⟫_ℝ := real_inner_comm _ _
  -- Cauchy-Schwarz for the parts of `F` and `n` transverse to `v`
  have cs := real_inner_mul_inner_self_le (F - ⟪F, v⟫_ℝ • v) (n - ⟪n, v⟫_ℝ • v)
  simp only [← real_inner_self_eq_norm_sq, minModeForce]
  simp only [inner_sub_left, inner_sub_right, real_inner_smul_left, real_inner_smul_right,
    e1, e2, e3, inner_self_of_unit hn, inner_self_of_unit hv] at cs ⊢
  nlinarith [cs]
```

Let $a=\langle F,v\rangle$ and $b=\langle F,n\rangle$, with $c=\langle n,v\rangle$ as before. The two forces differ by $2(av-bn)$, whose squared length is $4(a^2+b^2-2abc)$. Cauchy–Schwarz for the transverse parts $F-av$ and $n-cv$ reads

$$(b-ac)^2\le(\|F\|^2-a^2)(1-c^2).$$

Expanding both sides and cancelling $a^2c^2$ gives $a^2+b^2-2abc\le(1-c^2)\|F\|^2$, and a factor of 4 completes the bound. In the code, `cs` is the Cauchy–Schwarz inequality and `nlinarith` does the rearrangement. The Hessian plays no part here.

```lean
/-- If `h < m`, the squared error of the minimum-mode force is at most `4‖F‖²` times the curvature
error divided by the gap `m - h`. -/
theorem force_error_le_curvature_error [FiniteDimensional ℝ E] {H : E →ₗ[ℝ] E} {v n : E}
    {h m M : ℝ} (S : IsIsolatedMode H v h m M) (hm : h < m) (hn : ‖n‖ = 1) (F : E) :
    ‖minModeForce F n - minModeForce F v‖ ^ 2 ≤
      4 * ((curvature H n - h) / (m - h)) * ‖F‖ ^ 2 := by
  have h1 : 1 - ⟪n, v⟫_ℝ ^ 2 ≤ (curvature H n - h) / (m - h) := by
    rw [le_div_iff₀ (by linarith)]
    linarith [(curvature_error_bounds S hn).1]
  have h2 := mul_le_mul_of_nonneg_right h1 (sq_nonneg ‖F‖)
  linarith [force_error_le_misalignment F hn S.unit]
```

For $h<m$, the misalignment is at most the curvature error divided by $m-h$. Inserting this in the previous bound and taking the square root gives

$$\|\Delta F\|\le 2\|F\|\sqrt{\frac{\langle n,Hn\rangle-h}{m-h}},$$

where $\Delta F$ is the difference between the minimum-mode forces built with $n$ and with $v$. Lean states the squared form.

## A saddle with curvatures −1, 1 and 2

```lean
/-- A Hessian in three dimensions with curvatures `-1`, `1` and `2` along the axes. -/
def saddleHessian : EuclideanSpace ℝ (Fin 3) →ₗ[ℝ] EuclideanSpace ℝ (Fin 3) where
  toFun x := WithLp.toLp 2 (fun i => (![-1, 1, 2] : Fin 3 → ℝ) i * x i)
  map_add' x y := by ext i; simp [mul_add]
  map_smul' c x := by ext i; simp [mul_left_comm]
```

This Hessian is diagonal in three dimensions. Lean numbers the axes 0, 1 and 2, and the two `map` fields check linearity.

```lean
/-- The first axis is an isolated mode of `saddleHessian` with eigenvalue `-1`, and the other
eigenvalues lie between `1` and `2`. -/
theorem saddleHessian_witness :
    IsIsolatedMode saddleHessian (EuclideanSpace.single 0 1) (-1) 1 2 := by
  have comp : ∀ (μ : ℝ) (u : EuclideanSpace ℝ (Fin 3)), saddleHessian u = μ • u →
      ∀ i, (![-1, 1, 2] : Fin 3 → ℝ) i * u i = μ * u i := fun μ u hu i =>
    congrArg (fun x : EuclideanSpace ℝ (Fin 3) => x i) hu
  refine ⟨?_, by simp, ?_, ?_, ?_⟩
  · intro x y
    simp [saddleHessian, PiLp.inner_apply, Fin.sum_univ_succ]
    ring
  · ext i
    fin_cases i <;> simp [saddleHessian]
  · intro u hu
    have h1 : (1 : ℝ) * u 1 = -1 * u 1 := comp _ u hu 1
    have h2 : (2 : ℝ) * u 2 = -1 * u 2 := comp _ u hu 2
    have z1 : u 1 = 0 := by linarith
    have z2 : u 2 = 0 := by linarith
    refine ⟨u 0, ?_⟩
    ext i
    fin_cases i <;> simp [z1, z2]
  · intro μ u hu0 hu hμ
    have h0 : (-1 : ℝ) * u 0 = μ * u 0 := comp _ u hu 0
    have h1 : (1 : ℝ) * u 1 = μ * u 1 := comp _ u hu 1
    have h2 : (2 : ℝ) * u 2 = μ * u 2 := comp _ u hu 2
    have z0 : u 0 = 0 := by
      by_contra hz
      exact hμ (mul_right_cancel₀ hz h0).symm
    by_cases z1 : u 1 = 0
    · by_cases z2 : u 2 = 0
      · exact absurd (by ext i; fin_cases i <;> simp [z0, z1, z2]) hu0
      · have := mul_right_cancel₀ z2 h2
        constructor <;> linarith
    · have := mul_right_cancel₀ z1 h1
      constructor <;> linarith

end

end MinimumModeAccuracy
```

Axis 0 is an isolated mode with $h=-1$, $m=1$ and $M=2$. The proof reads $Hu=\mu u$ component by component, which is `comp`. For $\mu=-1$, components 1 and 2 must vanish, so $u$ lies along axis 0. For $\mu\neq-1$, component 0 vanishes; one of the others is then nonzero, which forces $\mu=1$ or $\mu=2$.

```lean
#print axioms MinimumModeAccuracy.curvature_error_bounds
#print axioms MinimumModeAccuracy.misalignment_bounds
#print axioms MinimumModeAccuracy.curvature_error_sharp
#print axioms MinimumModeAccuracy.force_error_le_curvature_error
```

```
'MinimumModeAccuracy.curvature_error_bounds' depends on axioms: [propext, Classical.choice, Quot.sound]
'MinimumModeAccuracy.misalignment_bounds' depends on axioms: [propext, Classical.choice, Quot.sound]
'MinimumModeAccuracy.curvature_error_sharp' depends on axioms: [propext, Classical.choice, Quot.sound]
'MinimumModeAccuracy.force_error_le_curvature_error' depends on axioms: [propext, Classical.choice, Quot.sound]
```

For numbers, take $n=(\sqrt{0.98},\,0.1,\,0.1)$. The misalignment is $0.02$, an angle of about $8.1^\circ$. The curvature is $-0.98+0.01+0.02=-0.95$, so its error is $0.05$, between $2\times0.02=0.04$ and $3\times0.02=0.06$. Read the other way, the curvature error places the misalignment between $0.0167$ and $0.025$. The force bound is $2\sqrt{0.025}\,\|F\|\approx0.32\,\|F\|$: a curvature that is 5% off still allows a considerable force error.

## Using the bound in a saddle search

A dimer code can obtain the curvature from forces at two displaced geometries,

$$\langle n,Hn\rangle\approx\frac{\langle F(R-\delta n)-F(R+\delta n),\,n\rangle}{2\delta},$$

where $R$ is the current geometry and $\delta$ a small displacement. The finite-difference error comes on top of the bounds above, which take $H$ as exact.

The search does not know $h$ or $m$. A lower bound on $h$ and a positive lower bound on the gap $m-h$ are enough to turn the result above into a safe upper estimate of the misalignment. The lowest Ritz value from a Lanczos run is not a guaranteed lower bound on $h$: in exact arithmetic it lies at or above the lowest eigenvalue. For an isolated molecule, uniform translations have eigenvalue zero, and at a stationary point so do infinitesimal rotations. With $h<0$ these zero modes force $m\le0$ unless the problem is restricted to displacements orthogonal to all of them.

Since the curvature error is of second order in $\theta$ while the force error can be of first order, a curvature that has stopped changing is weak evidence that the direction has converged.
